# One steepest-descent step for $Au=-b$, with $A$ symmetric and $0<g\le A\le G$, multiplies the squared energy norm of the error by at most $1-g/G$

The first-order response of a nondegenerate ground state to a weak static perturbation solves a linear equation $Au=-b$. Here $A$ is any symmetric operator on a real inner product space with $g\|w\|^2\le\langle w,Aw\rangle\le G\|w\|^2$ for every vector $w$ and $g>0$, not a particular Hamiltonian matrix. The theorems bound the error left after a steepest-descent step towards $u$, first by a simple factor and then by the best one that depends on $g$ and $G$ alone.

```lean
import Mathlib

open scoped InnerProductSpace

namespace SternheimerSteepestDescent

noncomputable section

variable {E : Type*} [NormedAddCommGroup E] [InnerProductSpace ℝ E]
  {A : E →ₗ[ℝ] E} {b u : E} {g G : ℝ}

/-- The residual `A v + b` of a trial response `v` in the linear equation `A u = -b`. -/
def residual (A : E →ₗ[ℝ] E) (b v : E) : E := A v + b

/-- The squared energy error `⟨v - u, A (v - u)⟩` of a trial response `v` relative to `u`. -/
def energyError (A : E →ₗ[ℝ] E) (u v : E) : ℝ := ⟪v - u, A (v - u)⟫_ℝ

/-- The steepest-descent update `v - (‖r‖² / ⟨r, A r⟩) r` with `r = A v + b`. The step length is
meant for `⟨r, A r⟩ ≠ 0`; at `r = 0` the update is `v` whatever the step length. -/
def descentStep (A : E →ₗ[ℝ] E) (b v : E) : E :=
  v - (‖residual A b v‖ ^ 2 / ⟪residual A b v, A (residual A b v)⟫_ℝ) • residual A b v

/-- If `A u = -b`, the residual of `v` is `A` applied to the error `v - u`. -/
theorem residual_eq (hu : A u = -b) (v : E) : residual A b v = A (v - u) := by
  rw [residual, map_sub, hu, sub_neg_eq_add]

/-- For symmetric `A` and `A u = -b`, the squared energy error along the residual direction is a
polynomial of degree at most two in the step length `t`. -/
theorem energyError_line (hA : A.IsSymmetric) (hu : A u = -b) (v : E) (t : ℝ) :
    energyError A u (v - t • residual A b v) = energyError A u v
      - 2 * t * ‖residual A b v‖ ^ 2 + t ^ 2 * ⟪residual A b v, A (residual A b v)⟫_ℝ := by
  rw [residual_eq hu]
  unfold energyError
  rw [sub_right_comm]
  generalize v - u = e
  have h : ⟪e, A (A e)⟫_ℝ = ⟪A e, A e⟫_ℝ := (hA e (A e)).symm
  simp only [map_sub, map_smul, inner_sub_left, inner_sub_right, real_inner_smul_left,
    real_inner_smul_right, h, real_inner_self_eq_norm_sq]
  ring

/-- For symmetric `A` bounded below by `g > 0`, the squared norm of `A e` is at least `g` times
the energy `⟨e, A e⟩`. -/
theorem energy_le_normSq (hA : A.IsSymmetric) (hg : 0 < g)
    (lo : ∀ w, g * ‖w‖ ^ 2 ≤ ⟪w, A w⟫_ℝ) (e : E) : g * ⟪e, A e⟫_ℝ ≤ ‖A e‖ ^ 2 := by
  -- expand the square of `A e - g e`
  have h0 : 0 ≤ ⟪A e - g • e, A e - g • e⟫_ℝ := real_inner_self_nonneg
  have h : ⟪A e, e⟫_ℝ = ⟪e, A e⟫_ℝ := hA e e
  simp only [inner_sub_left, inner_sub_right, real_inner_smul_left,
    real_inner_smul_right, h, real_inner_self_eq_norm_sq] at h0
  have hn : ‖g • e‖ ^ 2 = g ^ 2 * ‖e‖ ^ 2 := by
    rw [norm_smul, mul_pow, Real.norm_eq_abs, sq_abs]
  rw [hn] at h0
  nlinarith [mul_le_mul_of_nonneg_left (lo e) hg.le]

/-- A lower and an upper bound on the form of `A` are ordered once a nonzero vector exists. -/
theorem bounds_ordered (lo : ∀ w, g * ‖w‖ ^ 2 ≤ ⟪w, A w⟫_ℝ)
    (hi : ∀ w, ⟪w, A w⟫_ℝ ≤ G * ‖w‖ ^ 2) {w : E} (hw : w ≠ 0) : g ≤ G :=
  le_of_mul_le_mul_right ((lo w).trans (hi w)) (pow_pos (norm_pos_iff.2 hw) 2)

/-- Let `A` be symmetric and bounded below by `g > 0`, and `A u = -b`. If a nonzero residual `r`
satisfies `κ ⟨v - u, A (v - u)⟩ ⟨r, A r⟩ ≤ ‖r‖⁴`, one steepest-descent step multiplies the
squared energy error by at most `1 - κ`. -/
theorem contraction_of_ratio (hA : A.IsSymmetric) (hg : 0 < g)
    (lo : ∀ w, g * ‖w‖ ^ 2 ≤ ⟪w, A w⟫_ℝ) (hu : A u = -b) (v : E) {κ : ℝ}
    (h : residual A b v ≠ 0 → κ * energyError A u v *
      ⟪residual A b v, A (residual A b v)⟫_ℝ ≤ (‖residual A b v‖ ^ 2) ^ 2) :
    energyError A u (descentStep A b v) ≤ (1 - κ) * energyError A u v := by
  by_cases hr : residual A b v = 0
  · -- the error energy vanishes and the step does not move
    have hs : descentStep A b v = v := by simp [descentStep, hr]
    have hE : energyError A u v = 0 := by
      rw [energyError, ← residual_eq hu, hr, inner_zero_right]
    rw [hs, hE, mul_zero]
  · have hD : 0 < ⟪residual A b v, A (residual A b v)⟫_ℝ :=
      lt_of_lt_of_le (mul_pos hg (pow_pos (norm_pos_iff.2 hr) 2)) (lo _)
    have hk := h hr
    rw [descentStep, energyError_line hA hu]
    generalize ⟪residual A b v, A (residual A b v)⟫_ℝ = D at *
    generalize ‖residual A b v‖ ^ 2 = R at *
    have h1 : (R / D) ^ 2 * D = R ^ 2 / D := by field_simp
    have h2 : 2 * (R / D) * R = 2 * (R ^ 2 / D) := by ring
    have h3 : κ * energyError A u v ≤ R ^ 2 / D := (le_div_iff₀ hD).2 hk
    rw [h1, h2]
    linarith

/-- Steepest descent for `A u = -b`, with `A` symmetric and `g ‖w‖² ≤ ⟨w, A w⟩ ≤ G ‖w‖²`, `g > 0`:
each step multiplies the squared energy error by at most `1 - g / G`. -/
theorem steepest_descent (hA : A.IsSymmetric) (hg : 0 < g)
    (lo : ∀ w, g * ‖w‖ ^ 2 ≤ ⟪w, A w⟫_ℝ) (hi : ∀ w, ⟪w, A w⟫_ℝ ≤ G * ‖w‖ ^ 2)
    (hu : A u = -b) (v : E) :
    energyError A u (descentStep A b v) ≤ (1 - g / G) * energyError A u v := by
  refine contraction_of_ratio hA hg lo hu v fun hr => ?_
  have hG : 0 < G := hg.trans_le (bounds_ordered lo hi hr)
  have hD := (mul_nonneg hg.le (sq_nonneg _)).trans (lo (residual A b v))
  have h1 : g * energyError A u v ≤ ‖residual A b v‖ ^ 2 := by
    rw [residual_eq hu]
    exact energy_le_normSq hA hg lo (v - u)
  have h2 := mul_le_mul_of_nonneg_right h1 hD
  have h3 := mul_le_mul_of_nonneg_left (hi (residual A b v)) (sq_nonneg ‖residual A b v‖)
  rw [div_mul_eq_mul_div, div_mul_eq_mul_div, div_le_iff₀ hG]
  linarith

/-- Kantorovich inequality without inverses: for symmetric `A` with form bounds `g > 0` and `G`,
`4 g G ⟨e, A e⟩ ⟨A e, A (A e)⟩ ≤ (G + g)² ‖A e‖⁴`. -/
theorem kantorovich (hA : A.IsSymmetric) (hg : 0 < g)
    (lo : ∀ w, g * ‖w‖ ^ 2 ≤ ⟪w, A w⟫_ℝ) (hi : ∀ w, ⟪w, A w⟫_ℝ ≤ G * ‖w‖ ^ 2) (e : E) :
    4 * g * G * ⟪e, A e⟫_ℝ * ⟪A e, A (A e)⟫_ℝ ≤ (G + g) ^ 2 * (‖A e‖ ^ 2) ^ 2 := by
  by_cases hp : A e = 0
  · simp [hp]
  have hD := (mul_nonneg hg.le (sq_nonneg _)).trans (lo (A e))
  have hgG := bounds_ordered lo hi hp
  rcases hgG.eq_or_lt with rfl | hlt
  · have h1 := mul_le_mul_of_nonneg_right (energy_le_normSq hA hg lo e) hD
    have h2 := mul_le_mul_of_nonneg_left (hi (A e)) (sq_nonneg ‖A e‖)
    have h3 := mul_le_mul_of_nonneg_left (h1.trans h2) (by positivity : 0 ≤ 4 * g)
    linarith
  · have hs : ⟪A e, e⟫_ℝ = ⟪e, A e⟫_ℝ := hA e e
    have hs2 : ⟪e, A (A e)⟫_ℝ = ⟪A e, A e⟫_ℝ := (hA e (A e)).symm
    -- the form bounds on `A e - g e` and `A e - G e`
    have h1 := hi (A e - g • e)
    have h2 := lo (A e - G • e)
    simp only [← real_inner_self_eq_norm_sq, map_sub, map_smul, inner_sub_left,
      inner_sub_right, real_inner_smul_left, real_inner_smul_right, hs, hs2] at h1 h2 ⊢
    generalize ⟪A e, A (A e)⟫_ℝ = D at *
    generalize ⟪A e, A e⟫_ℝ = R at *
    generalize ⟪e, A e⟫_ℝ = q at *
    have h3 := mul_le_mul_of_nonneg_left h1 (hg.trans hlt).le
    have h4 := mul_le_mul_of_nonneg_left h2 hg.le
    have h5 : 0 ≤ (G - g) * ((G + g) * R - D - g * G * q) := by linarith
    have h6 := (mul_nonneg_iff_of_pos_left (sub_pos.2 hlt)).1 h5
    linarith [mul_nonneg hD h6, sq_nonneg ((G + g) * R - 2 * D)]

/-- Under the hypotheses of `steepest_descent`, each step multiplies the squared energy error by
at most `((G - g) / (G + g))²`. -/
theorem steepest_descent_optimal (hA : A.IsSymmetric) (hg : 0 < g)
    (lo : ∀ w, g * ‖w‖ ^ 2 ≤ ⟪w, A w⟫_ℝ) (hi : ∀ w, ⟪w, A w⟫_ℝ ≤ G * ‖w‖ ^ 2)
    (hu : A u = -b) (v : E) :
    energyError A u (descentStep A b v) ≤ ((G - g) / (G + g)) ^ 2 * energyError A u v := by
  rw [← sub_sub_cancel 1 (((G - g) / (G + g)) ^ 2)]
  refine contraction_of_ratio hA hg lo hu v fun hr => ?_
  have hG : 0 < G + g := by linarith [bounds_ordered lo hi hr]
  have hκ : 1 - ((G - g) / (G + g)) ^ 2 = 4 * g * G / (G + g) ^ 2 := by
    field_simp
    ring
  rw [hκ, div_mul_eq_mul_div, div_mul_eq_mul_div, div_le_iff₀ (pow_pos hG 2),
    residual_eq hu, energyError]
  linarith [kantorovich hA hg lo hi (v - u)]

/-- Under the hypotheses of `steepest_descent`, `n` steps multiply the squared energy error by at
most `((G - g) / (G + g))²` to the power `n`. -/
theorem steepest_descent_iterate (hA : A.IsSymmetric) (hg : 0 < g)
    (lo : ∀ w, g * ‖w‖ ^ 2 ≤ ⟪w, A w⟫_ℝ) (hi : ∀ w, ⟪w, A w⟫_ℝ ≤ G * ‖w‖ ^ 2)
    (hu : A u = -b) (v : E) (n : ℕ) :
    energyError A u ((descentStep A b)^[n] v) ≤
      (((G - g) / (G + g)) ^ 2) ^ n * energyError A u v := by
  induction n with
  | zero => simp
  | succ n ih =>
    rw [Function.iterate_succ_apply', pow_succ', mul_assoc]
    exact (steepest_descent_optimal hA hg lo hi hu _).trans
      (mul_le_mul_of_nonneg_left ih (sq_nonneg _))

/-- The diagonal operator `diag(g, G)` on the Euclidean plane. -/
def twoLevel (g G : ℝ) : EuclideanSpace ℝ (Fin 2) →ₗ[ℝ] EuclideanSpace ℝ (Fin 2) where
  toFun x := !₂[g * x 0, G * x 1]
  map_add' x y := by ext i; fin_cases i <;> simp <;> ring
  map_smul' c x := by ext i; fin_cases i <;> simp <;> ring

/-- For `0 < g ≤ G` the operator `diag(g, G)` is symmetric with form bounds `g` and `G`, and from
the initial error `(G, g)` one step multiplies the squared energy error by exactly
`((G - g) / (G + g))²`. -/
theorem optimal_rate_witness (hg : 0 < g) (hgG : g ≤ G) (u : EuclideanSpace ℝ (Fin 2)) :
    (twoLevel g G).IsSymmetric ∧
    (∀ w, g * ‖w‖ ^ 2 ≤ ⟪w, twoLevel g G w⟫_ℝ) ∧
    (∀ w, ⟪w, twoLevel g G w⟫_ℝ ≤ G * ‖w‖ ^ 2) ∧
    energyError (twoLevel g G) u (descentStep (twoLevel g G) (-twoLevel g G u) (u + !₂[G, g])) =
      ((G - g) / (G + g)) ^ 2 * energyError (twoLevel g G) u (u + !₂[G, g]) := by
  have hin : ∀ x y : EuclideanSpace ℝ (Fin 2), ⟪x, y⟫_ℝ = x 0 * y 0 + x 1 * y 1 := by
    intro x y
    simp [PiLp.inner_apply, Fin.sum_univ_two, mul_comm]
  have a0 : ∀ x, twoLevel g G x 0 = g * x 0 := fun x => by simp [twoLevel]
  have a1 : ∀ x, twoLevel g G x 1 = G * x 1 := fun x => by simp [twoLevel]
  have hA : (twoLevel g G).IsSymmetric := by
    intro x y
    rw [hin, hin, a0, a1, a0, a1]
    ring
  refine ⟨hA, fun w => ?_, fun w => ?_, ?_⟩
  · rw [← real_inner_self_eq_norm_sq, hin, hin, a0, a1]
    nlinarith [mul_nonneg (sub_nonneg.2 hgG) (sq_nonneg (w 1))]
  · rw [← real_inner_self_eq_norm_sq, hin, hin, a0, a1]
    nlinarith [mul_nonneg (sub_nonneg.2 hgG) (sq_nonneg (w 0))]
  · have hu : twoLevel g G u = -(-twoLevel g G u) := (neg_neg _).symm
    have e0 : (![G, g] : Fin 2 → ℝ) 0 = G := rfl
    have e1 : (![G, g] : Fin 2 → ℝ) 1 = g := rfl
    have hG : 0 < G := hg.trans_le hgG
    rw [descentStep, energyError_line hA hu, residual_eq hu, energyError, add_sub_cancel_left,
      ← real_inner_self_eq_norm_sq]
    simp only [hin, a0, a1, e0, e1]
    -- the residual is `g G (1, 1)`, so the step length is `2 / (g + G)`
    have ht : (g * G * (g * G) + G * g * (G * g)) /
        (g * G * (g * (g * G)) + G * g * (G * (G * g))) = 2 / (G + g) := by
      rw [div_eq_div_iff (by positivity) (by positivity)]
      ring
    rw [ht]
    field_simp
    ring

end

end SternheimerSteepestDescent
```

```lean
#print axioms SternheimerSteepestDescent.steepest_descent
-- 'SternheimerSteepestDescent.steepest_descent' depends on axioms: [propext, Classical.choice, Quot.sound]
#print axioms SternheimerSteepestDescent.steepest_descent_iterate
-- 'SternheimerSteepestDescent.steepest_descent_iterate' depends on axioms: [propext, Classical.choice, Quot.sound]
```

## Residual, step and energy error

The space `E` is a real inner product space of any dimension, and `A : E →ₗ[ℝ] E` is a linear map defined on all of it. The hypothesis `A.IsSymmetric` says $\langle Ax,y\rangle=\langle x,Ay\rangle$ for all $x,y$. The form bounds are `lo` and `hi`, and `hu` says that $u$ solves the equation. The existence of $u$ is assumed; its uniqueness follows from `lo`.

For a trial response $v$ there are three definitions:

- `residual A b v` is $r=Av+b$, which vanishes at the solution.
- `energyError A u v` is $\langle v-u,A(v-u)\rangle$. It is the square of the energy norm of the error vector $v-u$, not the square of an error in an energy.
- `descentStep A b v` is $v'=v-\dfrac{\|r\|^2}{\langle r,Ar\rangle}\,r$.

The theorem `steepest_descent` then reads
$$\langle v'-u,A(v'-u)\rangle\le\left(1-\frac gG\right)\langle v-u,A(v-u)\rangle .$$
It does not require $r\neq0$. If $r=0$, the quotient in the step is $0/0$, which Lean evaluates to $0$, but it multiplies the zero vector, so $v'=v$ in any case.

## The response equation behind $A$

Let $H_0$ be a real Hamiltonian with a nondegenerate, normalised ground state $\psi_0$ of energy $E_0$, and let $V$ be a real perturbation. The Sternheimer equation for the first-order response $u$, taken orthogonal to $\psi_0$, is
$$(H_0-E_0)\,u=-(V-\langle\psi_0,V\psi_0\rangle)\,\psi_0 .$$
So $A$ is $H_0-E_0$ and $b$ is the part of $V\psi_0$ orthogonal to $\psi_0$. The constant $g$ stands for the gap to the first excited state, and $G$ for the distance from $E_0$ to the highest level. A finite basis supplies a finite $G$; the kinetic energy in the continuum has no upper bound.

The step from the Lean model to this setting is the choice of `E` as the orthogonal complement of $\psi_0$. On the full space $A\psi_0=0$, and `lo` fails for every $g>0$. For an excited state in place of $\psi_0$, the levels below it make $A$ negative in some directions of the orthogonal complement, so `lo` fails there too.

The energy error also has a physical reading. Since $b=-Au$, it equals the excess of the Hylleraas functional $\langle v,Av\rangle+2\langle b,v\rangle$ over its minimum, and that minimum is the second-order energy. For a single real state in a finite basis, with $H_0$ and $V$ held fixed, the theorems therefore guarantee a minimum rate at which the value of this functional at $v$ converges to the second-order energy under steepest descent.

## Why one step contracts the error

Write $e=v-u$. Because $Au=-b$, the residual is $r=Av-Au=Ae$; this is `residual_eq`. Moving by $-tr$, with $t$ a real step length, changes the error to $e-tr$. Symmetry gives $\langle e,Ar\rangle=\langle Ae,r\rangle=\|r\|^2$, so
$$\langle e-tr,A(e-tr)\rangle=\langle e,Ae\rangle-2t\|r\|^2+t^2\langle r,Ar\rangle .$$
This is `energyError_line`, where `simp only` expands the inner products and `ring` collects the terms. For $r\ne0$ the parabola has its minimum at $t=\|r\|^2/\langle r,Ar\rangle$, the step length in `descentStep`, and the energy error there is
$$\langle e,Ae\rangle-\frac{\|r\|^4}{\langle r,Ar\rangle}.$$

It remains to bound the gain from below. Expanding a square gives
$$0\le\|Ae-ge\|^2=\|Ae\|^2-2g\langle e,Ae\rangle+g^2\|e\|^2 .$$
The lower form bound gives $g^2\|e\|^2\le g\langle e,Ae\rangle$, hence $g\langle e,Ae\rangle\le\|Ae\|^2=\|r\|^2$. This is `energy_le_normSq`. With $\langle r,Ar\rangle\le G\|r\|^2$,
$$\frac{\|r\|^4}{\langle r,Ar\rangle}\ge\frac{\|r\|^2}{G}\ge\frac gG\langle e,Ae\rangle ,$$
which is the claim.

In Lean the last part is split. `contraction_of_ratio` shows that a bound $\kappa\langle e,Ae\rangle\langle r,Ar\rangle\le\|r\|^4$, with $\kappa$ a real number, yields the factor $1-\kappa$. It treats $r=0$ separately, where both energies vanish. `steepest_descent` supplies $\kappa=g/G$, and `bounds_ordered` provides $g\le G$, hence $G>0$, from the nonzero residual.

## The sharp factor from two form bounds

A better $\kappa$ comes from the theorem `kantorovich`. Put $q=\langle e,Ae\rangle$, $R=\|Ae\|^2$ and $D=\langle Ae,A(Ae)\rangle$. The upper form bound on $Ae-ge$ and the lower one on $Ae-Ge$ read
$$D-2gR+g^2q\le G\,(R-2gq+g^2\|e\|^2),$$
$$g\,(R-2Gq+G^2\|e\|^2)\le D-2GR+G^2q .$$
Multiply the first by $G$ and the second by $g$, then add. The terms in $\|e\|^2$ cancel, and what is left is
$$0\le(G-g)\bigl[(G+g)R-D-gGq\bigr].$$
If $Ae=0$, both sides of the theorem are zero; otherwise `bounds_ordered` gives $g\le G$. If $G>g$, the bracket is nonnegative. Multiplying it by $4D\ge0$ gives
$$4gGqD\le4(G+g)RD-4D^2=(G+g)^2R^2-\bigl((G+g)R-2D\bigr)^2\le(G+g)^2R^2 .$$
In the proof, `h5` is the factored inequality, `h6` removes the factor $G-g$, and the final `linarith` uses the square just displayed. If $G=g$, the inequality follows from $gq\le R$ and $D\le gR$.

The Kantorovich inequality is usually written $\langle x,Ax\rangle\langle x,A^{-1}x\rangle\le\frac{(G+g)^2}{4gG}\|x\|^4$. The version here is that statement for $x=Ae$, so it concerns vectors in the range of $A$ and needs no inverse.

With $\kappa=4gG/(G+g)^2$ one has $1-\kappa=\left(\frac{G-g}{G+g}\right)^2$, the factor in `steepest_descent_optimal`. Induction on the number of steps $n$ gives its $n$th power in `steepest_descent_iterate`.

## Equality for two excited levels

The theorem `optimal_rate_witness` takes $A=\mathrm{diag}(g,G)$ with $0<g\le G$, verifies the symmetry and both form bounds, and starts from the error $e=(G,g)$. Then $r=gG(1,1)$, the step length is $2/(G+g)$, and the new error is
$$\frac{G-g}{G+g}\,(G,-g).$$
Its energy is exactly $\left(\frac{G-g}{G+g}\right)^2$ times the old one, so no smaller factor depending only on $g$ and $G$ holds for all such operators. In the response problem with $g<G$, these constants are the distances from $E_0$ to two excited levels, so $H_0$ has three levels. If $H_0$ has only two distinct levels, $A$ is a multiple of the identity on the orthogonal complement of $\psi_0$, and a single step gives the exact response. In Lean, `ht` evaluates the step length, and `field_simp` with `ring` finishes the computation.

## The step in a response calculation

A program that implements this method stores $v$ and $r$, both orthogonal to $\psi_0$, and stops once $\|r\|$ is below a chosen positive tolerance. One iteration computes $w=(H_0-E_0)r$, projects out any component along $\psi_0$ that rounding has introduced, forms $\alpha=\langle r,r\rangle/\langle r,w\rangle$, and updates $v\leftarrow v-\alpha r$ and $r\leftarrow r-\alpha w$. In exact arithmetic the second update gives the new residual, so each iteration applies the Hamiltonian once.

Take a gap of $g=0.5$ eV and a highest level $G=50$ eV above the ground state. The simple factor is $0.99$ per step, and the sharp one is $(99/101)^2\approx0.961$. With the sharp factor, 346 steps suffice to reduce the error in the second-order energy, estimated by the Hylleraas functional at $v$, by a factor of $10^6$. Raising the basis cutoff usually raises $G$ while the gap hardly changes, so the guaranteed rate becomes slower.
